# A linear operator on all complex grid functions obeys the product rule only if it is zero

A derivative on a grid needs a domain. Here it consists of all functions $f : X \to \mathbb{C}$ on a set $X$ of grid points, multiplied pointwise, $(fg)(x) = f(x)g(x)$, with no smoothness condition. A discrete derivative $D$ is any $\mathbb{C}$-linear map on these functions, of type `(X → ℂ) →ₗ[ℂ] (X → ℂ)`. Locality and hermiticity are not assumed, and $X$ may be infinite.

```lean
import Mathlib

open Complex

namespace GridLeibniz

noncomputable section

variable {X : Type*}
```

The domain contains the Kronecker spike $\delta_y$, equal to 1 at site $y$ and 0 elsewhere. The ordinary derivative escapes the argument below because it acts only on differentiable functions, and a spike on the real line is not one.

```lean
/-- The Kronecker spike: the grid function equal to 1 at site `y` and 0 elsewhere. -/
def delta [DecidableEq X] (y : X) : X → ℂ := fun x => if x = y then 1 else 0
```

The product rule demands $D(fg) = f\,Dg + g\,Df$ for every pair $f, g$.

```lean
/-- A linear operator on grid functions obeys the product rule `D(fg) = f Dg + g Df`
for all grid functions `f`, `g`. -/
def IsLeibniz (D : (X → ℂ) →ₗ[ℂ] (X → ℂ)) : Prop :=
  ∀ f g, D (f * g) = f * D g + g * D f
```

Its failure is measured by the defect $R(f,g) = D(fg) - f\,Dg - g\,Df$, itself a grid function.

```lean
/-- The product-rule defect `D(fg) - f Dg - g Df` of an operator `D` on the pair `f`, `g`. -/
def defect (D : (X → ℂ) →ₗ[ℂ] (X → ℂ)) (f g : X → ℂ) : X → ℂ :=
  D (f * g) - f * D g - g * D f
```

## A spike isolates the value of $Df$

Let $[D,f]$ be the commutator of $D$ with multiplication by $f$, so $[D,f]\psi = D(f\psi) - f\,D\psi$ for a grid function $\psi$. Since $f\delta_y = f(y)\,\delta_y$, linearity gives
$$([D,f]\delta_y)(y) = f(y)(D\delta_y)(y) - f(y)(D\delta_y)(y) = 0 .$$
The rescaling is `h`, and `map_smul` moves $f(y)$ through $D$.

```lean
/-- The diagonal matrix element at site `y` of the commutator of `D` with multiplication
by `f` vanishes. -/
theorem commutator_diag [DecidableEq X] (D : (X → ℂ) →ₗ[ℂ] (X → ℂ)) (f : X → ℂ) (y : X) :
    (D (f * delta y) - f * D (delta y)) y = 0 := by
  -- multiplying a spike by `f` only rescales it
  have h : f * delta y = f y • delta y := by
    ext x
    by_cases hx : x = y <;> simp [delta, hx]
  rw [h, map_smul]
  simp
```

Now $R(f,\delta_y) = [D,f]\delta_y - \delta_y\,Df$. At site $y$ the first term vanishes and $\delta_y(y) = 1$ (`h1`), so
$$R(f,\delta_y)(y) = -(Df)(y).$$

```lean
/-- The defect of `f` against the spike at `y`, read at `y`, equals `-(Df)(y)`. -/
theorem defect_delta [DecidableEq X] (D : (X → ℂ) →ₗ[ℂ] (X → ℂ)) (f : X → ℂ) (y : X) :
    defect D f (delta y) y = -(D f y) := by
  have h := commutator_diag D f y
  have h1 : delta y y = 1 := by simp [delta]
  unfold defect
  rw [Pi.sub_apply, h, Pi.mul_apply, h1]
  ring
```

If $D$ obeys the product rule, the left side is zero (`h0`) for every $f$ and $y$, hence $D = 0$. Conversely the zero map satisfies the rule, which is the branch `rintro rfl f g`.

```lean
/-- On any set of grid points, finite or infinite, a linear operator on complex grid
functions obeys the product rule exactly if and only if it is zero. -/
theorem isLeibniz_iff_eq_zero (D : (X → ℂ) →ₗ[ℂ] (X → ℂ)) : IsLeibniz D ↔ D = 0 := by
  classical
  constructor
  · intro hD
    refine LinearMap.ext fun f => funext fun y => ?_
    -- the product rule kills the defect, which on a spike is `-(Df)(y)`
    have h0 : defect D f (delta y) = 0 := by
      unfold defect
      rw [hD]
      ring
    have h := defect_delta D f y
    rw [h0] at h
    simpa using h
  · rintro rfl f g
    simp
```

The same identity locates the failure. A nonzero operator $P$ has $(Pf)(y) \neq 0$ for some $f$ and $y$, and then $R(f,\delta_y)(y) \neq 0$. The code argues by contradiction.

```lean
/-- Every nonzero linear operator `P` on grid functions has a nonzero defect at some site
`y`, for some function `f` against the spike at `y`. -/
theorem exists_defect_ne_zero [DecidableEq X] (P : (X → ℂ) →ₗ[ℂ] (X → ℂ)) (hP : P ≠ 0) :
    ∃ f y, defect P f (delta y) y ≠ 0 := by
  by_contra hcon
  apply hP
  refine LinearMap.ext fun f => funext fun y => ?_
  have h0 : defect P f (delta y) y = 0 := by
    by_contra h
    exact hcon ⟨f, y, h⟩
  rw [defect_delta] at h0
  simpa using h0
```

## A uniform bound and the commutator

On a finite grid let $\|g\| = \max_x |g(x)|$, the norm that Lean puts on `X → ℂ`. Fix $f$ and suppose $\|R(f,g)\| \le \varepsilon$ whenever $\|g\| \le 1$, where $\varepsilon$ is an error tolerance demanded against every partner $g$ of norm at most 1, rough ones included. Spikes have $\|\delta_y\| \le 1$ (`hδ`), so
$$|(Df)(y)| = |R(f,\delta_y)(y)| \le \|R(f,\delta_y)\| \le \varepsilon ,$$
which is the `calc` chain, and $\|Df\| \le \varepsilon$ follows site by site.

```lean
/-- On a finite grid with the maximum norm, if the defect of `f` against every `g` of norm
at most 1 is bounded by `ε`, then `Df` itself is bounded by `ε`. -/
theorem norm_le_of_defect_le [Fintype X] (D : (X → ℂ) →ₗ[ℂ] (X → ℂ)) (f : X → ℂ) (ε : ℝ)
    (hD : ∀ g, ‖g‖ ≤ 1 → ‖defect D f g‖ ≤ ε) : ‖D f‖ ≤ ε := by
  classical
  have hε : 0 ≤ ε := (norm_nonneg _).trans (hD 0 (by simp))
  rw [pi_norm_le_iff_of_nonneg hε]
  intro y
  have hδ : ‖delta y‖ ≤ 1 := by
    rw [pi_norm_le_iff_of_nonneg zero_le_one]
    intro x
    by_cases hx : x = y <;> simp [delta, hx]
  calc ‖D f y‖ = ‖defect D f (delta y) y‖ := by rw [defect_delta, norm_neg]
    _ ≤ ‖defect D f (delta y)‖ := norm_le_pi_norm _ y
    _ ≤ ε := hD _ hδ
```

Suppose next that $[D,f]\psi = g\psi$ for all $\psi$. Taking $\psi = \delta_y$ at site $y$ gives $g(y) = 0$. For a single particle with a scalar wave function on a grid and a local potential $V$, no linear momentum $P$ therefore reproduces $[P,V] = -i\hbar V'$ on all grid functions unless the sampled $V'$ vanishes, and the canonical relation $[P,x] = -i\hbar$ fails likewise.

```lean
/-- If the commutator of `D` with multiplication by `f` acts on all grid functions as
multiplication by `g`, then `g = 0`. -/
theorem commutator_eq_mul (D : (X → ℂ) →ₗ[ℂ] (X → ℂ)) (f g : X → ℂ)
    (hc : ∀ ψ, D (f * ψ) - f * D ψ = g * ψ) : g = 0 := by
  classical
  ext y
  have h := commutator_diag D f y
  rw [hc] at h
  simpa [delta] using h
```

## Difference stencils and their exact defects

The sites now form an additive commutative group $G$, such as $\mathbb{Z}$ or the periodic grid `ZMod N`, so walls and uneven meshes are not described. The step $a \in G$ selects the neighbour, and the real number $h$ is the physical length assigned to that step. The forward difference is $(\Delta f)(x) = (f(x+a) - f(x))/h$.

```lean
variable {G : Type*} [AddCommGroup G]

/-- The forward difference `(f(x + a) - f(x)) / h` on a lattice of sites with step `a`
and spacing `h`. -/
def forwardDiff (a : G) (h : ℝ) : (G → ℂ) →ₗ[ℂ] (G → ℂ) where
  toFun f := fun x => (f (x + a) - f x) / h
  map_add' f g := by
    ext x
    simp only [Pi.add_apply]
    ring
  map_smul' c f := by
    ext x
    simp only [Pi.smul_apply, smul_eq_mul, RingHom.id_apply]
    ring
```

The central difference is $(D_c f)(x) = (f(x+a) - f(x-a))/(2h)$.

```lean
/-- The central difference `(f(x + a) - f(x - a)) / (2h)` on a lattice of sites with step
`a` and spacing `h`. -/
def centralDiff (a : G) (h : ℝ) : (G → ℂ) →ₗ[ℂ] (G → ℂ) where
  toFun f := fun x => (f (x + a) - f (x - a)) / (2 * h)
  map_add' f g := by
    ext x
    simp only [Pi.add_apply]
    ring
  map_smul' c f := by
    ext x
    simp only [Pi.smul_apply, smul_eq_mul, RingHom.id_apply]
    ring
```

The momentum is $P = -i\hbar D_c$, where the reduced Planck constant $\hbar$ enters as the real parameter `hbar`.

```lean
/-- The discrete momentum: `-iħ` times the central difference. -/
def centralMomentum (hbar : ℝ) (a : G) (h : ℝ) : (G → ℂ) →ₗ[ℂ] (G → ℂ) :=
  (-I * hbar) • centralDiff a h
```

Write $f_0 = f(x)$ and $f_\pm = f(x \pm a)$, and likewise for $g$. For $\Delta$,
$$hR = f_+g_+ - f_0g_0 - f_0(g_+ - g_0) - g_0(f_+ - f_0) = (f_+ - f_0)(g_+ - g_0),$$
so $R = h\,\Delta f\,\Delta g$ for $h \neq 0$. The `change` step spells out the stencils, `field_simp` clears $h$, and `ring` expands. Informally, the defect is of order $h$ when both difference quotients stay bounded, while a spike with $a \neq 0$ has $(\Delta\delta_y)(y) = -1/h$, which cancels that factor; convergence as $h \to 0$ is not among the theorems.

```lean
/-- For nonzero spacing, the defect of the forward difference `Δ` is `h (Δf)(Δg)` at every
site. -/
theorem defect_forwardDiff (a : G) (h : ℝ) (hh : h ≠ 0) (f g : G → ℂ) (x : G) :
    defect (forwardDiff a h) f g x = h * forwardDiff a h f x * forwardDiff a h g x := by
  have hc : (h : ℂ) ≠ 0 := ofReal_ne_zero.mpr hh
  change (f (x + a) * g (x + a) - f x * g x) / h - f x * ((g (x + a) - g x) / h)
      - g x * ((f (x + a) - f x) / h)
      = h * ((f (x + a) - f x) / h) * ((g (x + a) - g x) / h)
  field_simp
  ring
```

For $D_c$, $2hR = f_+g_+ - f_-g_- - f_0(g_+ - g_-) - g_0(f_+ - f_-)$. Adding and subtracting $f_0g_0$ regroups this as
$$2hR = (f_+ - f_0)(g_+ - g_0) - (f_0 - f_-)(g_0 - g_-).$$

```lean
/-- For nonzero spacing, `2h` times the defect of the central difference is the product of
the forward increments of `f` and `g` minus the product of their backward increments. -/
theorem defect_centralDiff (a : G) (h : ℝ) (hh : h ≠ 0) (f g : G → ℂ) (x : G) :
    2 * h * defect (centralDiff a h) f g x
      = (f (x + a) - f x) * (g (x + a) - g x) - (f x - f (x - a)) * (g x - g (x - a)) := by
  have hc : (h : ℂ) ≠ 0 := ofReal_ne_zero.mpr hh
  change 2 * h * ((f (x + a) * g (x + a) - f (x - a) * g (x - a)) / (2 * h)
      - f x * ((g (x + a) - g (x - a)) / (2 * h))
      - g x * ((f (x + a) - f (x - a)) / (2 * h))) = _
  field_simp
  ring
```

## The central momentum violates the rule

By the equivalence above it suffices to show $P \neq 0$. The condition $a + a \neq 0$ says that the two neighbours of a site are distinct, $-a \neq a$ (`hne`). Then
$$(P\delta_a)(0) = -i\hbar\,\frac{\delta_a(a) - \delta_a(-a)}{2h} = -\frac{i\hbar}{2h} \neq 0$$
for nonzero $\hbar$ and $h$, whereas `h1` sets this element to zero. Lean's division by zero makes the stencil the zero map at $h = 0$, which is why `hh` is required.

```lean
/-- If `a + a ≠ 0` and `ħ`, `h` are nonzero, the central-difference momentum does not obey
the product rule. -/
theorem centralMomentum_not_leibniz (hbar h : ℝ) (a : G) (hb : hbar ≠ 0) (hh : h ≠ 0)
    (ha : a + a ≠ 0) : ¬ IsLeibniz (centralMomentum hbar a h) := by
  classical
  rw [isLeibniz_iff_eq_zero]
  intro h0
  have hne : ¬ (-a = a) := fun e => ha (by
    calc a + a = -a + a := by rw [e]
      _ = 0 := neg_add_cancel a)
  -- the matrix element between site `0` and site `a` is nonzero
  have h1 : (-I * hbar) * ((delta a (0 + a) - delta a (0 - a)) / (2 * h)) = 0 :=
    congrFun (LinearMap.congr_fun h0 (delta a)) 0
  simp [delta, hne, hb, hh] at h1
```

On a ring of $N$ sites with $a = 1$, the equation $1 + 1 = 0$ in `ZMod N` means that $N$ divides 2 (`hd`), so $N \le 2$, contradicting $N \ge 3$.

```lean
/-- On a periodic grid of `N ≥ 3` points with nonzero `ħ` and `h`, the nearest-neighbour
central-difference momentum does not obey the product rule. -/
theorem periodic_momentum_not_leibniz (N : ℕ) (hN : 3 ≤ N) (hbar h : ℝ) (hb : hbar ≠ 0)
    (hh : h ≠ 0) : ¬ IsLeibniz (centralMomentum hbar (1 : ZMod N) h) := by
  refine centralMomentum_not_leibniz hbar h 1 hb hh fun e => ?_
  have h2 : ((2 : ℕ) : ZMod N) = 0 := by
    push_cast
    linear_combination e
  have hd : N ∣ 2 := (CharP.cast_eq_zero_iff (ZMod N) N 2).mp h2
  have := Nat.le_of_dvd (by norm_num) hd
  omega

end

end GridLeibniz
```

The smallest ring covered is $N = 3$, where $f = g = \delta_1$ at $x = 0$ has forward increments 1 and backward increments 0, so the defect of $D_c$ is $1/(2h)$. For $N = 1$ or $2$ the sites $x+1$ and $x-1$ coincide, $D_c$ is zero, and the rule holds trivially.

```lean
#print axioms GridLeibniz.isLeibniz_iff_eq_zero
-- 'GridLeibniz.isLeibniz_iff_eq_zero' depends on axioms: [propext, Classical.choice, Quot.sound]
#print axioms GridLeibniz.defect_forwardDiff
-- 'GridLeibniz.defect_forwardDiff' depends on axioms: [propext, Classical.choice, Quot.sound]
#print axioms GridLeibniz.defect_centralDiff
-- 'GridLeibniz.defect_centralDiff' depends on axioms: [propext, Classical.choice, Quot.sound]
#print axioms GridLeibniz.periodic_momentum_not_leibniz
-- 'GridLeibniz.periodic_momentum_not_leibniz' depends on axioms: [propext, Classical.choice, Quot.sound]
```
